# On a connected finite graph with symmetric positive edge weights, the flow of least quadratic cost producing a sum-zero density change is driven by a potential

Suppose the density on a lattice is to change by a real amount \(d_i\) at each site \(i\), with total zero. Which flow along the bonds produces this change at the least cost, if each bond costs the square of its flow divided by a positive weight? The first choice is how to represent a flow. Here it is a real function \(J\) of two sites, where \(J_{ij}\) is the amount entering \(i\) from \(j\), and antisymmetry, \(J_{ij}=-J_{ji}\), says that what enters one site leaves the other. Many texts use the opposite index order.

## Sites, bonds and the cost of a flow

In Lean 4 with Mathlib:

```lean
import Mathlib

open Finset

namespace LatticeDensityFlow

noncomputable section

variable {V : Type*} [Fintype V] (G : SimpleGraph V) [DecidableRel G.Adj]
```

`V` is the finite set of sites and `G` the graph of bonds: `G.Adj i j` says that \(i\) and \(j\) are neighbours, written \(i\sim j\) below. A simple graph has no bond from a site to itself.

```lean
/-- The density change at site `i` caused by a flow `J`, where `J i j` is the amount
entering `i` from its neighbour `j`. -/
def inflow (J : V → V → ℝ) (i : V) : ℝ := ∑ j ∈ G.neighborFinset i, J i j
```

The type `V → V → ℝ` is that of real functions of two sites, and `G.neighborFinset i` is the set of neighbours of \(i\). So `inflow G J i` is \(\sum_{j\sim i}J_{ij}\), the density gained at \(i\).

```lean
/-- The flow `k i j * (u i - u j)` driven by a site potential `u` through edge weights `k`. -/
def potentialFlow (k : V → V → ℝ) (u : V → ℝ) (i j : V) : ℝ := k i j * (u i - u j)
```

A site potential \(u\) and bond weights \(k\) give the flow \(F_{ij}=k_{ij}(u_i-u_j)\). The weight is a conductance: it says how readily density moves along a bond.

The sign is easily misread. If two sites 1 and 2 are joined by a bond with \(k_{12}>0\) and \(u_1>u_2\), then \(F_{12}>0\) and density enters site 1. The flow runs towards higher \(u\), so \(u\) is minus the potential of the usual downhill convention.

```lean
/-- The cost of a flow: half the sum of `J i j ^ 2 / k i j` over ordered pairs of neighbours,
for weights `k` that are nonzero on the edges. -/
def cost (k J : V → V → ℝ) : ℝ :=
  1 / 2 * ∑ i, ∑ j ∈ G.neighborFinset i, J i j ^ 2 / k i j
```

The cost is
\[
C(J)=\frac12\sum_i\sum_{j\sim i}\frac{J_{ij}^2}{k_{ij}} .
\]
Each bond appears twice in the double sum, and the factor \(1/2\) corrects for this. If \(J\) is an electric current, \(C\) is the power dissipated in a resistor network.

## Summation by parts and conservation

```lean
omit [Fintype V] in
/-- For symmetric weights, the flow driven by a potential is antisymmetric. -/
theorem potentialFlow_antisymm {k : V → V → ℝ} (hk : ∀ i j, k i j = k j i) (u : V → ℝ)
    (i j : V) : potentialFlow k u i j = -potentialFlow k u j i := by
  unfold potentialFlow
  rw [hk i j]
  ring
```

The hypothesis `hk` states \(k_{ij}=k_{ji}\): a bond conducts equally well both ways. Then \(k_{ij}(u_i-u_j)=-k_{ji}(u_j-u_i)\), so \(F\) is antisymmetric.

```lean
/-- Summation by parts: for an antisymmetric flow, pairing a potential with the density change
equals pairing potential differences with the flow, each edge counted once. -/
theorem summation_by_parts (u : V → ℝ) {J : V → V → ℝ} (hJ : ∀ i j, J i j = -J j i) :
    ∑ i, u i * inflow G J i =
      1 / 2 * ∑ i, ∑ j ∈ G.neighborFinset i, (u i - u j) * J i j := by
  -- exchange the two ends of every edge
  have h : ∑ i, ∑ j ∈ G.neighborFinset i, u i * J i j =
      ∑ i, ∑ j ∈ G.neighborFinset i, u j * J j i := by
    apply Finset.sum_comm'
    intro x y
    simp only [Finset.mem_univ, true_and, and_true, SimpleGraph.mem_neighborFinset]
    exact G.adj_comm x y
  have h2 : ∑ i, ∑ j ∈ G.neighborFinset i, (u i - u j) * J i j =
      ∑ i, ∑ j ∈ G.neighborFinset i, u i * J i j +
        ∑ i, ∑ j ∈ G.neighborFinset i, u j * J j i := by
    simp only [← Finset.sum_add_distrib]
    refine Finset.sum_congr rfl fun i _ => Finset.sum_congr rfl fun j _ => ?_
    linear_combination (-(u j)) * hJ j i
  have h3 : ∑ i, u i * inflow G J i = ∑ i, ∑ j ∈ G.neighborFinset i, u i * J i j := by
    simp only [inflow, Finset.mul_sum]
  rw [h3, h2]
  linear_combination (1 / 2) * h
```

For antisymmetric \(J\), exchanging the names of the two ends of each bond gives
\[
\sum_i\sum_{j\sim i}u_iJ_{ij}=\sum_i\sum_{j\sim i}u_jJ_{ji}=-\sum_i\sum_{j\sim i}u_jJ_{ij}.
\]
The average of the first and last expressions is
\[
\sum_i u_i\sum_{j\sim i}J_{ij}=\frac12\sum_i\sum_{j\sim i}(u_i-u_j)J_{ij}.
\]
In the proof, `h` is the exchange, `h2` brings in antisymmetry, and `linear_combination` does the final algebra.

```lean
/-- An antisymmetric flow conserves the total density. -/
theorem sum_inflow {J : V → V → ℝ} (hJ : ∀ i j, J i j = -J j i) :
    ∑ i, inflow G J i = 0 := by
  have h := summation_by_parts G (fun _ => 1) hJ
  simpa using h
```

Put \(u_i=1\) everywhere. The right-hand side vanishes, so the inflows add up to zero. This is why \(d\) must have total zero.

## Zero cost and constant potentials

```lean
/-- For symmetric weights, positive on edges, the cost of a potential flow is the potential
paired with the density change it produces. -/
theorem cost_potentialFlow {k : V → V → ℝ} (hk : ∀ i j, k i j = k j i)
    (hpos : ∀ i j, G.Adj i j → 0 < k i j) (u : V → ℝ) :
    cost G k (potentialFlow k u) = ∑ i, u i * inflow G (potentialFlow k u) i := by
  rw [summation_by_parts G u (potentialFlow_antisymm hk u)]
  unfold cost
  congr 1
  refine Finset.sum_congr rfl fun i _ => Finset.sum_congr rfl fun j hj => ?_
  have hne : k i j ≠ 0 := (hpos i j (by simpa using hj)).ne'
  rw [div_eq_iff hne]
  unfold potentialFlow
  ring
```

The hypothesis `hpos` says that \(k_{ij}>0\) on every bond, so each bond really conducts. On a bond,
\[
\frac{F_{ij}^2}{k_{ij}}=k_{ij}(u_i-u_j)^2=(u_i-u_j)F_{ij},
\]
and summation by parts gives \(C(F)=\sum_i u_i\sum_{j\sim i}F_{ij}\).

```lean
/-- For weights positive on edges, the cost is nonnegative, and a flow of zero cost vanishes on
every edge. -/
theorem cost_nonneg_and_eq_zero {k : V → V → ℝ} (hpos : ∀ i j, G.Adj i j → 0 < k i j)
    (J : V → V → ℝ) :
    0 ≤ cost G k J ∧ (cost G k J = 0 → ∀ i j, G.Adj i j → J i j = 0) := by
  have h1 : ∀ i, ∀ j ∈ G.neighborFinset i, 0 ≤ J i j ^ 2 / k i j := fun i j hj =>
    div_nonneg (sq_nonneg _) (hpos i j (by simpa using hj)).le
  have h2 : ∀ i ∈ (Finset.univ : Finset V),
      0 ≤ ∑ j ∈ G.neighborFinset i, J i j ^ 2 / k i j :=
    fun i _ => Finset.sum_nonneg (h1 i)
  refine ⟨mul_nonneg (by norm_num) (Finset.sum_nonneg h2), fun h i j hij => ?_⟩
  have h3 : ∑ i, ∑ j ∈ G.neighborFinset i, J i j ^ 2 / k i j = 0 := by
    unfold cost at h
    linarith
  have h4 := (Finset.sum_eq_zero_iff_of_nonneg h2).1 h3 i (Finset.mem_univ i)
  have h5 := (Finset.sum_eq_zero_iff_of_nonneg (h1 i)).1 h4 j (by simpa using hij)
  rw [div_eq_iff (hpos i j hij).ne', zero_mul] at h5
  exact pow_eq_zero_iff (two_ne_zero) |>.1 h5
```

Every term \(J_{ij}^2/k_{ij}\) is nonnegative, hence \(C(J)\ge0\). If the sum is zero, each term is zero, and so \(J_{ij}=0\) on each bond. The proof applies this argument twice, first to the outer sum and then to the inner one.

```lean
/-- On a connected graph with symmetric weights, positive on edges, a potential whose flow
changes no density is constant. -/
theorem potential_constant (hG : G.Connected) {k : V → V → ℝ} (hk : ∀ i j, k i j = k j i)
    (hpos : ∀ i j, G.Adj i j → 0 < k i j) {u : V → ℝ}
    (hu : ∀ i, inflow G (potentialFlow k u) i = 0) (i j : V) : u i = u j := by
  have h0 : cost G k (potentialFlow k u) = 0 := by
    rw [cost_potentialFlow G hk hpos]
    exact Finset.sum_eq_zero fun i _ => by rw [hu i, mul_zero]
  have hedge : ∀ a b, G.Adj a b → u a = u b := fun a b hab =>
    sub_eq_zero.1 ((mul_eq_zero.1
      ((cost_nonneg_and_eq_zero G hpos _).2 h0 a b hab)).resolve_left (hpos a b hab).ne')
  -- carry the equality along a walk
  obtain ⟨p⟩ := hG.preconnected i j
  induction p with
  | nil => rfl
  | cons h _ ih => exact (hedge _ _ h).trans ih
```

If \(F\) changes no density, the formula for \(C(F)\) gives \(C(F)=\sum_i u_i\cdot0=0\). Then \(k_{ij}(u_i-u_j)=0\) on every bond, and \(k_{ij}>0\) forces \(u_i=u_j\). Connectedness supplies a walk between any two sites, and `induction p` carries the equality along it bond by bond.

## Every sum-zero change has a potential

```lean
/-- On a connected graph with symmetric weights, positive on edges, every density change of
total zero is produced by a potential flow. -/
theorem exists_potential (hG : G.Connected) {k : V → V → ℝ} (hk : ∀ i j, k i j = k j i)
    (hpos : ∀ i j, G.Adj i j → 0 < k i j) (d : V → ℝ) (hd : ∑ i, d i = 0) :
    ∃ u : V → ℝ, ∀ i, inflow G (potentialFlow k u) i = d i := by
  have := hG.nonempty
  have hcard : (Fintype.card V : ℝ) ≠ 0 := Nat.cast_ne_zero.2 Fintype.card_ne_zero
  -- adding the total of `u` removes the nonzero constant potentials from the kernel
  let M : (V → ℝ) →ₗ[ℝ] (V → ℝ) :=
    { toFun := fun u i => inflow G (potentialFlow k u) i + ∑ j, u j
      map_add' := by
        intro u v
        ext i
        have h : inflow G (potentialFlow k (u + v)) i =
            inflow G (potentialFlow k u) i + inflow G (potentialFlow k v) i := by
          simp only [inflow, potentialFlow, Pi.add_apply, ← Finset.sum_add_distrib]
          exact Finset.sum_congr rfl fun j _ => by ring
        simp only [Pi.add_apply, h, Finset.sum_add_distrib]
        ring
      map_smul' := by
        intro a u
        ext i
        have h : inflow G (potentialFlow k (a • u)) i =
            a * inflow G (potentialFlow k u) i := by
          simp only [inflow, potentialFlow, Pi.smul_apply, smul_eq_mul, Finset.mul_sum]
          exact Finset.sum_congr rfl fun j _ => by ring
        simp only [Pi.smul_apply, smul_eq_mul, h, RingHom.id_apply, ← Finset.mul_sum]
        ring }
  have key : ∀ u e : V → ℝ, ∑ i, e i = 0 →
      (∀ i, inflow G (potentialFlow k u) i + ∑ j, u j = e i) → ∑ j, u j = 0 := by
    intro u e he hu
    have h : ∑ i, (inflow G (potentialFlow k u) i + ∑ j, u j) = 0 := by
      rw [Finset.sum_congr rfl fun i _ => hu i]
      exact he
    rw [Finset.sum_add_distrib, sum_inflow G (potentialFlow_antisymm hk u), zero_add,
      Finset.sum_const, nsmul_eq_mul, Finset.card_univ] at h
    exact (mul_eq_zero.1 h).resolve_left hcard
  have hinj : Function.Injective M := by
    refine (injective_iff_map_eq_zero M).2 fun u hu => ?_
    have hi : ∀ i, inflow G (potentialFlow k u) i + ∑ j, u j = 0 := fun i => congrFun hu i
    have hs := key u (fun _ => 0) (by simp) hi
    have hc := potential_constant G hG hk hpos (u := u) fun i => by
      have h := hi i
      rwa [hs, add_zero] at h
    funext i
    rw [Finset.sum_congr rfl fun j _ => hc j i, Finset.sum_const, nsmul_eq_mul,
      Finset.card_univ] at hs
    exact (mul_eq_zero.1 hs).resolve_left hcard
  obtain ⟨u, hu⟩ := LinearMap.injective_iff_surjective.1 hinj d
  have hi : ∀ i, inflow G (potentialFlow k u) i + ∑ j, u j = d i := fun i => congrFun hu i
  refine ⟨u, fun i => ?_⟩
  have h := hi i
  rwa [key u d hd hi, add_zero] at h
```

The map from \(u\) to the inflow of \(F\) is linear but not injective, since constants give zero. The proof therefore uses
\[
(Mu)_i=\sum_{j\sim i}k_{ij}(u_i-u_j)+S,\qquad S=\sum_j u_j .
\]
Let \(N\) be the number of sites, which is at least one because a connected graph is nonempty.

1. Suppose \(Mu=e\) with \(\sum_i e_i=0\). Summing over \(i\), the inflows cancel and \(NS=0\), so \(S=0\). This is `key`.
2. If \(Mu=0\), then \(S=0\) by step 1, so all inflows vanish and \(u\) is a constant \(c\). Now \(Nc=S=0\) gives \(c=0\), so \(M\) is injective. This is `hinj`.
3. An injective linear map from a finite-dimensional space to itself is surjective, so some \(u\) satisfies \(Mu=d\). By step 1 its \(S\) is zero, and what remains is \(\sum_{j\sim i}k_{ij}(u_i-u_j)=d_i\).

Without connectedness, a zero total over the whole graph is not enough. Take two sites with no bond and \(d=(1,-1)\): every inflow is zero, so no flow produces \(d\).

## The potential flow is the cheapest

```lean
/-- With symmetric weights, positive on edges, the cost of an antisymmetric flow is that of a
potential flow producing the same density change plus the cost of their difference. -/
theorem cost_pythagoras {k : V → V → ℝ} (hk : ∀ i j, k i j = k j i)
    (hpos : ∀ i j, G.Adj i j → 0 < k i j) (u : V → ℝ) {J : V → V → ℝ}
    (hJ : ∀ i j, J i j = -J j i)
    (h : ∀ i, inflow G J i = inflow G (potentialFlow k u) i) :
    cost G k J = cost G k (potentialFlow k u) +
      cost G k (fun i j => J i j - potentialFlow k u i j) := by
  -- the difference changes no density, so it is orthogonal to the potential flow
  have h0 := summation_by_parts G u (J := fun i j => J i j - potentialFlow k u i j)
    fun i j => by linear_combination hJ i j - potentialFlow_antisymm hk u i j
  have hz : ∑ i, u i * inflow G (fun i j => J i j - potentialFlow k u i j) i = 0 := by
    refine Finset.sum_eq_zero fun i _ => ?_
    have hi := h i
    unfold inflow at hi ⊢
    rw [Finset.sum_sub_distrib, hi, sub_self, mul_zero]
  have h1 : ∑ i, ∑ j ∈ G.neighborFinset i, J i j ^ 2 / k i j =
      ∑ i, ∑ j ∈ G.neighborFinset i, potentialFlow k u i j ^ 2 / k i j +
      ∑ i, ∑ j ∈ G.neighborFinset i, (J i j - potentialFlow k u i j) ^ 2 / k i j +
      2 * ∑ i, ∑ j ∈ G.neighborFinset i, (u i - u j) * (J i j - potentialFlow k u i j) := by
    simp only [Finset.mul_sum, ← Finset.sum_add_distrib]
    refine Finset.sum_congr rfl fun i _ => Finset.sum_congr rfl fun j hj => ?_
    have hne : k i j ≠ 0 := (hpos i j (by simpa using hj)).ne'
    rw [← add_div, div_add' _ _ _ hne, div_left_inj' hne]
    unfold potentialFlow
    ring
  unfold cost
  linarith
```

Let \(J\) be antisymmetric with the same inflows as \(F\), and put \(R=J-F\). Since \(F_{ij}/k_{ij}=u_i-u_j\) on a bond,
\[
\frac{J_{ij}^2}{k_{ij}}=\frac{F_{ij}^2}{k_{ij}}+\frac{R_{ij}^2}{k_{ij}}+2(u_i-u_j)R_{ij}.
\]
Summing with the factor \(1/2\), the last term contributes
\[
\sum_i\sum_{j\sim i}(u_i-u_j)R_{ij}=2\sum_i u_i\sum_{j\sim i}R_{ij}=0,
\]
because \(R\) changes no density. Hence \(C(J)=C(F)+C(R)\). In the proof, `h0` is summation by parts for \(R\), `hz` the vanishing sum, and `h1` the expanded square.

```lean
/-- On a connected graph with symmetric weights, positive on edges, every density change `d` of
total zero comes from a potential, unique up to a constant. Its flow has the least cost among
antisymmetric flows producing `d`, and any such flow of equal cost agrees with it on all edges. -/
theorem density_change_optimal_flow (hG : G.Connected) {k : V → V → ℝ}
    (hk : ∀ i j, k i j = k j i) (hpos : ∀ i j, G.Adj i j → 0 < k i j)
    (d : V → ℝ) (hd : ∑ i, d i = 0) :
    ∃ u : V → ℝ, (∀ i, d i = ∑ j ∈ G.neighborFinset i, k i j * (u i - u j)) ∧
      (∀ v : V → ℝ, (∀ i, d i = ∑ j ∈ G.neighborFinset i, k i j * (v i - v j)) ↔
        ∃ c, ∀ i, v i = u i + c) ∧
      ∀ J : V → V → ℝ, (∀ i j, J i j = -J j i) → (∀ i, inflow G J i = d i) →
        cost G k (potentialFlow k u) ≤ cost G k J ∧
        (cost G k J = cost G k (potentialFlow k u) →
          ∀ i j, G.Adj i j → J i j = k i j * (u i - u j)) := by
  obtain ⟨u, hu⟩ := exists_potential G hG hk hpos d hd
  refine ⟨u, fun i => (hu i).symm, fun v => ⟨fun hv => ?_, ?_⟩, fun J hJ hJd => ?_⟩
  · -- the difference of two solutions is constant
    have hc := potential_constant G hG hk hpos (u := fun x => v x - u x) fun i => by
      have h1 : inflow G (potentialFlow k (fun x => v x - u x)) i =
          ∑ j ∈ G.neighborFinset i, k i j * (v i - v j) -
            ∑ j ∈ G.neighborFinset i, k i j * (u i - u j) := by
        rw [← Finset.sum_sub_distrib]
        exact Finset.sum_congr rfl fun j _ => by
          unfold potentialFlow
          ring
      have h2 : ∑ j ∈ G.neighborFinset i, k i j * (u i - u j) = d i := hu i
      rw [h1, ← hv i, h2, sub_self]
    obtain ⟨o⟩ := hG.nonempty
    exact ⟨v o - u o, fun i => by linarith [hc i o]⟩
  · rintro ⟨c, hc⟩ i
    rw [← hu i]
    refine Finset.sum_congr rfl fun j _ => ?_
    rw [hc i, hc j]
    unfold potentialFlow
    ring
  · have hp := cost_pythagoras G hk hpos u hJ fun i => (hJd i).trans (hu i).symm
    have hn := cost_nonneg_and_eq_zero G hpos (fun i j => J i j - potentialFlow k u i j)
    exact ⟨by linarith [hn.1], fun he i j hij =>
      sub_eq_zero.1 (hn.2 (by linarith) i j hij)⟩

end

end LatticeDensityFlow
```

The hypotheses are a connected graph, symmetric weights that are positive on bonds, and \(\sum_i d_i=0\). The conclusion gives a potential \(u\) with three properties.

- **It produces the change:** \(d_i=\sum_{j\sim i}k_{ij}(u_i-u_j)\) at every site. This comes from `exists_potential`.
- **It is unique up to a constant:** another potential \(v\) produces \(d\) exactly when \(v_i=u_i+c\) for some \(c\). If both produce \(d\), the flow of \(v-u\) changes no density, so \(v-u\) is constant. Conversely, \(c\) cancels in \(v_i-v_j\).
- **Its flow is the cheapest:** if an antisymmetric \(J\) produces \(d\), then \(C(J)=C(F)+C(R)\ge C(F)\). Equal cost means \(C(R)=0\), hence \(J_{ij}=F_{ij}\) on every bond.

Antisymmetry is required of \(J\) for all pairs of sites, but values on pairs without a bond enter neither the inflow nor the cost. The agreement is accordingly stated on bonds only.

In time-dependent density functional theory on a finite lattice, an equation of this form links the on-site potential to the density at each instant. In units with \(\hbar=1\), \(d_i\) is the second time derivative of the density minus the value it would have in the same quantum state without the on-site potential, \(u_i\) is minus the on-site potential, and \(k_{ij}\) is minus the bond kinetic energy, the expectation value of all hopping terms between \(i\) and \(j\), in both directions and summed over spin. The theorem applies when every bond of nonzero weight has a positive weight and these bonds connect all the sites. Whether a given quantum state meets these conditions has to be checked separately.

```lean
#print axioms LatticeDensityFlow.density_change_optimal_flow
```

```
'LatticeDensityFlow.density_change_optimal_flow' depends on axioms: [propext, Classical.choice, Quot.sound]
```
